# A logarithm in the two-dimensional quasiparticle rate integral, and none in three dimensions

An electron with excess energy $E$ above the Fermi level can decay by giving an energy $w$ to an electron–hole pair. Set $\hbar=1$ and let $v>0$ be the Fermi velocity. At low energy, a pair of energy $w$ needs a momentum transfer $q$ above $w/v$. The cutoff $Q>0$ stands for the largest momentum transfer available, of the order of the Fermi momentum. The factor $w$ in the rate below counts the available pairs, and $\ln$ is the natural logarithm.

```lean
import Mathlib

open Filter Topology MeasureTheory

namespace QuasiparticleLifetime

noncomputable section

/-- Integral of the weight `μ q` over the momentum transfers `w / v < q ≤ Q` that are open
to an energy loss `w`, for a velocity `v > 0`. -/
def momentumIntegral (μ : ℝ → ℝ) (v Q w : ℝ) : ℝ :=
  ∫ q in Set.Ioc (w / v) Q, μ q
```

For a weight $\mu(q)$, this defines
$$M(w)=\int_{w/v}^{Q}\mu(q)\,dq .$$
`Set.Ioc (w / v) Q` is the set $w/v<q\le Q$. It is empty once $w\ge vQ$, and the integral is then zero.

```lean
/-- Rate integral at excess energy `E`, for a velocity `v > 0`: each energy loss `w` between
`0` and `E` counts with `w` times its momentum integral. -/
def decayRate (μ : ℝ → ℝ) (v Q E : ℝ) : ℝ :=
  ∫ w in (0 : ℝ)..E, w * momentumIntegral μ v Q w
```

The rate is $\int_0^E w\,M(w)\,dw$. "Rate" here means the integral without its physical prefactor.

```lean
/-- The two-dimensional rate, with momentum measure `dq / q` on `q > 0` and `v > 0`. -/
def rate2D (v Q E : ℝ) : ℝ := decayRate (fun q => q⁻¹) v Q E
```

In two dimensions the weight is $1/q$, written `fun q => q⁻¹`.

```lean
/-- The three-dimensional rate, with momentum measure `dq` and `v > 0`. -/
def rate3D (v Q E : ℝ) : ℝ := decayRate (fun _ => 1) v Q E
```

In three dimensions it is $1$. The weights come from the area or volume element in $q$, divided by $q^2$ for the phase space of the electron and the pair.

The step from the GW self-energy to these integrals is assumed: zero temperature, a constant screened interaction, and no further structure at the threshold $q=w/v$. In two dimensions the actual phase space is enhanced near that threshold, which changes the coefficient of the logarithm, so the coefficient found below belongs to this model only.

## The two-dimensional rate

```lean
/-- In two dimensions the momentum integral at energy loss `0 < w ≤ v Q`, with `v > 0`,
is the logarithm `ln (v Q / w)`. -/
theorem momentumIntegral_2D {v Q w : ℝ} (hv : 0 < v) (hw : 0 < w) (hwQ : w ≤ v * Q) :
    momentumIntegral (fun q => q⁻¹) v Q w = Real.log (v * Q / w) := by
  have hq : w / v ≤ Q := by
    rw [div_le_iff₀ hv]
    linarith
  have hQ : 0 < Q := lt_of_lt_of_le (div_pos hw hv) hq
  unfold momentumIntegral
  rw [← intervalIntegral.integral_of_le hq, integral_inv_of_pos (div_pos hw hv) hQ]
  congr 1
  field_simp
```

Names such as `hv : 0 < v` label hypotheses, and the claim follows the last colon. By hand,
$$\int_{w/v}^{Q}\frac{dq}{q}=\ln Q-\ln\frac wv=\ln\frac{vQ}{w}.$$
The proof first checks $w/v\le Q$, then uses Mathlib's integral of $1/q$.

```lean
/-- For `v > 0` and `0 ≤ w ≤ v Q` the two-dimensional integrand is
`w ln (v Q) - w ln w`, where both sides are zero at `w = 0`. -/
theorem integrand_2D {v Q w : ℝ} (hv : 0 < v) (hw : 0 ≤ w) (hwQ : w ≤ v * Q) :
    w * momentumIntegral (fun q => q⁻¹) v Q w
      = w * Real.log (v * Q) - w * Real.log w := by
  rcases hw.eq_or_lt with h | h
  · subst h
    simp
  · rw [momentumIntegral_2D hv h hwQ, Real.log_div (h.trans_le hwQ).ne' h.ne']
    ring
```

Multiplying by $w$ gives $w\ln(vQ)-w\ln w$. At $w=0$ Lean assigns finite values to the divergent integral and to $\ln 0$, and the factor $w$ makes both sides zero.

```lean
/-- For `v > 0` and `0 < E ≤ v Q` the two-dimensional rate is
`(E² / 2) ln (v Q / E) + E² / 4`. -/
theorem rate2D_eq {v Q E : ℝ} (hv : 0 < v) (hE : 0 < E) (hEQ : E ≤ v * Q) :
    rate2D v Q E = E ^ 2 / 2 * Real.log (v * Q / E) + E ^ 2 / 4 := by
  have hvQ : 0 < v * Q := hE.trans_le hEQ
  have h1 : rate2D v Q E
      = ∫ w in (0 : ℝ)..E, (w * Real.log (v * Q) - w * Real.log w) := by
    unfold rate2D decayRate
    apply intervalIntegral.integral_congr
    intro w hw
    rw [Set.uIcc_of_le hE.le] at hw
    exact integrand_2D hv hw.1 (hw.2.trans hEQ)
  have hc : Continuous fun w : ℝ => w * Real.log (v * Q) - w * Real.log w :=
    (continuous_mul_const _).sub Real.continuous_mul_log
  -- an antiderivative that stays continuous at zero energy loss
  have hF : Continuous fun w : ℝ =>
      w ^ 2 / 2 * Real.log (v * Q) - w / 2 * (w * Real.log w) + w ^ 2 / 4 :=
    ((by fun_prop : Continuous fun w : ℝ => w ^ 2 / 2 * Real.log (v * Q)).sub
      ((by fun_prop : Continuous fun w : ℝ => w / 2).mul Real.continuous_mul_log)).add
      (by fun_prop)
  have hd : ∀ x ∈ Set.Ioo 0 E, HasDerivAt (fun w : ℝ =>
      w ^ 2 / 2 * Real.log (v * Q) - w / 2 * (w * Real.log w) + w ^ 2 / 4)
      (x * Real.log (v * Q) - x * Real.log x) x := by
    intro x hx
    have hs : HasDerivAt (fun w : ℝ => w ^ 2) (2 * x) x := by
      simpa using hasDerivAt_pow 2 x
    have hxx : x * x⁻¹ = 1 := mul_inv_cancel₀ hx.1.ne'
    have h := (((hs.div_const 2).mul_const (Real.log (v * Q))).fun_sub
      (((hasDerivAt_id' x).div_const 2).fun_mul
        ((hasDerivAt_id' x).fun_mul (Real.hasDerivAt_log hx.1.ne')))).fun_add
      (hs.div_const 4)
    refine h.congr_deriv ?_
    linear_combination (-(x / 2)) * hxx
  rw [h1, intervalIntegral.integral_eq_sub_of_hasDerivAt_of_le hE.le hF.continuousOn hd
    (hc.intervalIntegrable 0 E), Real.log_div hvQ.ne' hE.ne']
  ring
```

For $0<E\le vQ$, an antiderivative of this integrand is
$$F(w)=\frac{w^2}{2}\ln(vQ)-\frac{w^2}{2}\ln w+\frac{w^2}{4}.$$
Its derivative is $w\ln(vQ)-w\ln w-\frac w2+\frac w2$, as required. Since $F(w)\to0$ as $w\to0$, the rate is
$$F(E)=\frac{E^2}{2}\ln\frac{vQ}{E}+\frac{E^2}{4}.$$
In Lean, `h1` rewrites the integrand, `hF` gives the continuity of $F$ and `hd` its derivative.

### The fundamental theorem with a delicate endpoint

The product rule fails to apply to $F$ at $w=0$, because $\ln w$ has no derivative there. The Mathlib theorem `intervalIntegral.integral_eq_sub_of_hasDerivAt_of_le` asks for the derivative only on the open interval $(0,E)$, together with continuity of $F$ on $[0,E]$ and an integrable derivative. The file writes the logarithmic term as `w / 2 * (w * Real.log w)` so that `Real.continuous_mul_log`, the continuity of $w\ln w$, covers the endpoint.

```lean
/-- For `v, Q > 0` and `E ≥ v Q` the two-dimensional rate has the constant value
`(v Q)² / 4`. -/
theorem rate2D_saturation {v Q E : ℝ} (hv : 0 < v) (hQ : 0 < Q) (hE : v * Q ≤ E) :
    rate2D v Q E = (v * Q) ^ 2 / 4 := by
  have hvQ : 0 < v * Q := mul_pos hv hQ
  have hlow : ∀ w ∈ Set.uIcc 0 (v * Q), w * momentumIntegral (fun q => q⁻¹) v Q w
      = w * Real.log (v * Q) - w * Real.log w := by
    intro w hw
    rw [Set.uIcc_of_le hvQ.le] at hw
    exact integrand_2D hv hw.1 hw.2
  -- beyond `v Q` the momentum window is empty
  have hhigh : ∀ w ∈ Set.uIcc (v * Q) E,
      w * momentumIntegral (fun q => q⁻¹) v Q w = 0 := by
    intro w hw
    rw [Set.uIcc_of_le hE] at hw
    have hq : Q ≤ w / v := by
      rw [le_div_iff₀ hv]
      linarith [hw.1]
    unfold momentumIntegral
    rw [Set.Ioc_eq_empty_of_le hq]
    simp
  have hc : Continuous fun w : ℝ => w * Real.log (v * Q) - w * Real.log w :=
    (continuous_mul_const _).sub Real.continuous_mul_log
  have i1 := (hc.continuousOn.congr hlow).intervalIntegrable (μ := volume)
  have i2 := ((continuousOn_const (c := (0 : ℝ))).congr hhigh).intervalIntegrable
    (μ := volume)
  have h0 := rate2D_eq hv hvQ le_rfl
  rw [div_self hvQ.ne', Real.log_one, mul_zero, zero_add] at h0
  unfold rate2D decayRate at h0 ⊢
  rw [← intervalIntegral.integral_add_adjacent_intervals i1 i2, h0,
    intervalIntegral.integral_congr hhigh]
  simp
```

For $E\ge vQ$, split the energy integral at $vQ$. The upper part vanishes because the momentum window is empty. The lower part is the previous formula at $E=vQ$, where the logarithm is zero, which leaves $(vQ)^2/4$. Energies this high are comparable to the Fermi energy and lie outside the low-energy picture, so the constant value is a property of the cutoff integral and not a prediction for real decay rates.

## Low excess energy

```lean
/-- For a reference energy `a > 0`, `ln (a / E)` grows without bound as `E → 0⁺`. -/
theorem log_div_tendsto {a : ℝ} (ha : 0 < a) :
    Tendsto (fun E : ℝ => Real.log (a / E)) (𝓝[>] 0) atTop := by
  have hi : Tendsto (fun E : ℝ => E⁻¹) (𝓝[>] 0) atTop := tendsto_inv_nhdsGT_zero
  refine (Real.tendsto_log_atTop.comp (hi.const_mul_atTop ha)).congr fun E => ?_
  simp only [Function.comp_apply, div_eq_mul_inv]
```

`Tendsto f (𝓝[>] 0) atTop` says that $f(E)\to+\infty$ as $E\to0^+$. Here $a/E\to\infty$, so its logarithm diverges too.

```lean
/-- For `v, Q > 0` and any reference energy `E₀ > 0`, the two-dimensional rate is asymptotic
to `(E² / 2) ln (E₀ / E)` as `E → 0⁺`. -/
theorem rate2D_asymptotic {v Q E₀ : ℝ} (hv : 0 < v) (hQ : 0 < Q) (hE₀ : 0 < E₀) :
    Tendsto (fun E => rate2D v Q E / (E ^ 2 / 2 * Real.log (E₀ / E))) (𝓝[>] 0) (𝓝 1) := by
  have hL := log_div_tendsto hE₀
  have h1 := (hL.const_div_atTop (Real.log (v * Q / E₀) + 1 / 2)).const_add 1
  rw [add_zero] at h1
  refine h1.congr' ?_
  filter_upwards [hL.eventually_gt_atTop 0, Ioo_mem_nhdsGT (mul_pos hv hQ)] with E hl hE
  -- changing the reference energy only shifts the logarithm by a constant
  have hs : Real.log (v * Q / E) = Real.log (v * Q / E₀) + Real.log (E₀ / E) := by
    rw [Real.log_div (mul_pos hv hQ).ne' hE.1.ne', Real.log_div (mul_pos hv hQ).ne' hE₀.ne',
      Real.log_div hE₀.ne' hE.1.ne']
    ring
  rw [rate2D_eq hv hE.1 hE.2.le, hs]
  have hE' : E ≠ 0 := hE.1.ne'
  have hl' := hl.ne'
  generalize Real.log (E₀ / E) = L at hl' ⊢
  generalize Real.log (v * Q / E₀) = A
  field_simp
  ring
```

For a reference energy $E_0>0$, write $L=\ln(E_0/E)$ and $A=\ln(vQ/E_0)$. Then $\ln(vQ/E)=A+L$, and for small $E$
$$\frac{\text{rate}}{(E^2/2)\,L}=1+\frac{A+1/2}{L}\to1 .$$
The choice $E_0=1$ gives the familiar $\ln(1/E)$. The `filter_upwards` step restricts to energies with $L>0$ and $0<E<vQ$, where the exact formula holds.

```lean
/-- For `v, Q > 0` the two-dimensional rate divided by `E²` diverges as `E → 0⁺`. -/
theorem rate2D_div_sq_tendsto {v Q : ℝ} (hv : 0 < v) (hQ : 0 < Q) :
    Tendsto (fun E => rate2D v Q E / E ^ 2) (𝓝[>] 0) atTop := by
  have hL := (log_div_tendsto (mul_pos hv hQ)).atTop_div_const (two_pos : (0 : ℝ) < 2)
  refine (tendsto_atTop_add_const_right _ (1 / 4) hL).congr' ?_
  filter_upwards [Ioo_mem_nhdsGT (mul_pos hv hQ)] with E hE
  have hE' : E ^ 2 ≠ 0 := pow_ne_zero 2 hE.1.ne'
  rw [rate2D_eq hv hE.1 hE.2.le, eq_div_iff hE']
  ring
```

Dividing the exact formula by $E^2$ gives $\frac12\ln(vQ/E)+\frac14$, which diverges.

## The three-dimensional rate

```lean
/-- For `v > 0` and `0 < E ≤ v Q` the three-dimensional rate is
`Q E² / 2 - E³ / (3 v)`. -/
theorem rate3D_eq {v Q E : ℝ} (hv : 0 < v) (hE : 0 < E) (hEQ : E ≤ v * Q) :
    rate3D v Q E = Q * E ^ 2 / 2 - E ^ 3 / (3 * v) := by
  have h1 : rate3D v Q E = ∫ w in (0 : ℝ)..E, w * (Q - w / v) := by
    unfold rate3D decayRate
    apply intervalIntegral.integral_congr
    intro w hw
    rw [Set.uIcc_of_le hE.le] at hw
    have hq : w / v ≤ Q := by
      rw [div_le_iff₀ hv]
      linarith [hw.2]
    -- the momentum integral is the length of the window
    have hm : momentumIntegral (fun _ => 1) v Q w = Q - w / v := by
      unfold momentumIntegral
      rw [← intervalIntegral.integral_of_le hq]
      simp
    simp only [hm]
  have hc : Continuous fun w : ℝ => w * (Q - w / v) := by fun_prop
  have hd : ∀ x ∈ Set.uIcc 0 E, HasDerivAt
      (fun w : ℝ => Q / 2 * w ^ 2 - w ^ 3 / (3 * v)) (x * (Q - x / v)) x := by
    intro x _
    have h2 : HasDerivAt (fun w : ℝ => w ^ 2) (2 * x) x := by
      simpa using hasDerivAt_pow 2 x
    have h3 : HasDerivAt (fun w : ℝ => w ^ 3) (3 * x ^ 2) x := by
      simpa using hasDerivAt_pow 3 x
    refine ((h2.const_mul (Q / 2)).fun_sub (h3.div_const (3 * v))).congr_deriv ?_
    ring
  rw [h1, intervalIntegral.integral_eq_sub_of_hasDerivAt hd (hc.intervalIntegrable 0 E)]
  ring
```

The momentum integral is now the window's length, $Q-w/v$, so for $0<E\le vQ$
$$\int_0^E w\left(Q-\frac wv\right)dw=\frac{QE^2}{2}-\frac{E^3}{3v}.$$
The antiderivative is a polynomial, so the ordinary fundamental theorem suffices.

```lean
/-- For `v, Q > 0` the three-dimensional rate divided by `E²` tends to the finite value
`Q / 2` as `E → 0⁺`. -/
theorem rate3D_div_sq_tendsto {v Q : ℝ} (hv : 0 < v) (hQ : 0 < Q) :
    Tendsto (fun E => rate3D v Q E / E ^ 2) (𝓝[>] 0) (𝓝 (Q / 2)) := by
  have hc : Continuous fun E : ℝ => Q / 2 - E / (3 * v) := by fun_prop
  have h := (hc.tendsto 0).mono_left (nhdsWithin_le_nhds (s := Set.Ioi 0))
  rw [zero_div, sub_zero] at h
  refine h.congr' ?_
  filter_upwards [Ioo_mem_nhdsGT (mul_pos hv hQ)] with E hE
  have hE' : E ^ 2 ≠ 0 := pow_ne_zero 2 hE.1.ne'
  rw [rate3D_eq hv hE.1 hE.2.le, eq_div_iff hE']
  ring

end

end QuasiparticleLifetime
```

Dividing by $E^2$ gives $Q/2-E/(3v)\to Q/2$. For GW linewidths computed for a metal, this constant-interaction, zero-temperature model suggests that, as $E$ is lowered towards zero, linewidth over $E^2$ should level off in three dimensions but keep growing logarithmically in two.

```lean
#print axioms QuasiparticleLifetime.momentumIntegral_2D
#print axioms QuasiparticleLifetime.rate2D_asymptotic
#print axioms QuasiparticleLifetime.rate2D_div_sq_tendsto
#print axioms QuasiparticleLifetime.rate3D_div_sq_tendsto
```

```
'QuasiparticleLifetime.momentumIntegral_2D' depends on axioms: [propext, Classical.choice, Quot.sound]
'QuasiparticleLifetime.rate2D_asymptotic' depends on axioms: [propext, Classical.choice, Quot.sound]
'QuasiparticleLifetime.rate2D_div_sq_tendsto' depends on axioms: [propext, Classical.choice, Quot.sound]
'QuasiparticleLifetime.rate3D_div_sq_tendsto' depends on axioms: [propext, Classical.choice, Quot.sound]
```
